# Plane waves are eigenvectors of the exchange matrix of a uniform gas on a ring

On a ring of $N\ge 1$ sites, let the plane waves with momenta in a set $S$ be occupied, with density matrix $g_{ij}=\frac1N\sum_{q\in S}e^{2\pi i q(i-j)/N}$, and let $v$ be any complex function of the separation. Then every plane wave of momentum $k$ is an eigenvector of the exchange matrix $K_{ij}=v(i-j)\,g_{ij}$, with eigenvalue

$$\varepsilon(k)=\frac1N\sum_{q\in S}\sum_d v(d)\,e^{2\pi i(q-k)d/N},$$

and $K$ has no eigenvalues other than these.

```lean
import Mathlib

open Matrix Finset
open scoped ComplexConjugate

namespace LatticeGasExchange

noncomputable section

variable {N : ℕ} [NeZero N]

/-- The plane wave `exp(2πi k x / N)` of momentum `k` on a ring of `N` sites. -/
def planeWave (k x : ZMod N) : ℂ :=
  Complex.exp (2 * Real.pi * Complex.I * ((k.val : ℂ) * (x.val : ℂ)) / N)

/-- The one-particle density matrix `g_ij` of the uniform gas with occupied momenta `S`. -/
def densityMatrix (S : Finset (ZMod N)) (i j : ZMod N) : ℂ :=
  (1 / (N : ℂ)) * ∑ q ∈ S, planeWave q (i - j)

/-- The exchange matrix `K_ij = v(i - j) g_ij` for the interaction `v`. -/
def exchange (S : Finset (ZMod N)) (v : ZMod N → ℂ) : Matrix (ZMod N) (ZMod N) ℂ :=
  Matrix.of fun i j => v (i - j) * densityMatrix S i j

/-- The exchange band `(1/N) ∑_{q ∈ S} ∑_d v(d) exp(2πi (q - k) d / N)`. -/
def exchangeBand (S : Finset (ZMod N)) (v : ZMod N → ℂ) (k : ZMod N) : ℂ :=
  (1 / (N : ℂ)) * ∑ q ∈ S, ∑ d, v d * planeWave (q - k) d

/-- The plane wave depends only on the product of momentum and position modulo `N`,
through the standard additive character of the ring. -/
theorem planeWave_eq_char (k x : ZMod N) :
    planeWave k x = ZMod.stdAddChar (k * x) := by
  have hk : (((k.val * x.val : ℕ) : ℤ) : ZMod N) = k * x := by
    rw [Int.cast_natCast, Nat.cast_mul, ZMod.natCast_zmod_val, ZMod.natCast_zmod_val]
  unfold planeWave
  rw [← hk, ZMod.stdAddChar_coe, Int.cast_natCast, Nat.cast_mul]

/-- Each plane wave is a nonzero eigenvector of the exchange matrix, and its eigenvalue is
the exchange band at its momentum. -/
theorem exchange_planeWave (S : Finset (ZMod N)) (v : ZMod N → ℂ) (k : ZMod N) :
    exchange S v *ᵥ planeWave k = exchangeBand S v k • planeWave k ∧
      planeWave k ≠ 0 := by
  constructor
  · ext i
    have hband : exchangeBand S v k =
        ∑ d, ∑ q ∈ S, (1 / (N : ℂ)) * (v d * planeWave (q - k) d) := by
      simp only [exchangeBand, Finset.mul_sum]
      exact Finset.sum_comm
    simp only [Matrix.mulVec, dotProduct, exchange, Matrix.of_apply, Pi.smul_apply,
      smul_eq_mul]
    -- sum over the separation d = i - j instead of the site j
    rw [hband, ← Equiv.sum_comp (Equiv.subLeft i)]
    simp only [Equiv.subLeft_apply, sub_sub_cancel, densityMatrix, Finset.mul_sum,
      Finset.sum_mul]
    refine Finset.sum_congr rfl fun d _ => Finset.sum_congr rfl fun q _ => ?_
    have phase : planeWave q d * planeWave k (i - d) =
        planeWave (q - k) d * planeWave k i := by
      simp only [planeWave_eq_char, ← AddChar.map_add_eq_mul]
      congr 1
      ring
    linear_combination (v d * (1 / (N : ℂ))) * phase
  · intro h
    have h0 := congrFun h 0
    simp [planeWave_eq_char] at h0

/-- The plane wave of opposite momentum is a left eigenvector of the exchange matrix with the
same band value. -/
theorem planeWave_exchange (S : Finset (ZMod N)) (v : ZMod N → ℂ) (k : ZMod N) :
    planeWave (-k) ᵥ* exchange S v = exchangeBand S v k • planeWave (-k) := by
  ext j
  have hband : exchangeBand S v k =
      ∑ d, ∑ q ∈ S, (1 / (N : ℂ)) * (v d * planeWave (q - k) d) := by
    simp only [exchangeBand, Finset.mul_sum]
    exact Finset.sum_comm
  simp only [Matrix.vecMul, dotProduct, exchange, Matrix.of_apply, Pi.smul_apply,
    smul_eq_mul]
  rw [hband, ← Equiv.sum_comp (Equiv.addLeft j)]
  simp only [Equiv.coe_addLeft, add_sub_cancel_left, densityMatrix, Finset.mul_sum,
    Finset.sum_mul]
  refine Finset.sum_congr rfl fun d _ => Finset.sum_congr rfl fun q _ => ?_
  have phase : planeWave (-k) (j + d) * planeWave q d =
      planeWave (q - k) d * planeWave (-k) j := by
    simp only [planeWave_eq_char, ← AddChar.map_add_eq_mul]
    congr 1
    ring
  linear_combination (v d * (1 / (N : ℂ))) * phase

/-- A number is an eigenvalue of the exchange matrix exactly when it is a value of the
exchange band. -/
theorem exchange_eigenvalue_iff (S : Finset (ZMod N)) (v : ZMod N → ℂ) (μ : ℂ) :
    (∃ f : ZMod N → ℂ, f ≠ 0 ∧ exchange S v *ᵥ f = μ • f) ↔
      ∃ k, μ = exchangeBand S v k := by
  constructor
  · rintro ⟨f, hf, hμ⟩
    -- a nonzero function has a nonzero Fourier coefficient
    have hc : ∃ k : ZMod N, planeWave (-k) ⬝ᵥ f ≠ 0 := by
      by_contra! h
      apply hf
      apply (ZMod.dft (N := N) (E := ℂ)).injective
      ext k
      rw [map_zero, ZMod.dft_apply]
      refine Eq.trans ?_ (h k)
      refine Finset.sum_congr rfl fun j _ => ?_
      rw [planeWave_eq_char, smul_eq_mul, show -(j * k) = -k * j by ring]
    obtain ⟨k, hk⟩ := hc
    refine ⟨k, mul_right_cancel₀ hk ?_⟩
    -- evaluate the matrix element of K between the wave and f in two ways
    have h := Matrix.dotProduct_mulVec (planeWave (-k)) (exchange S v) f
    rw [hμ, planeWave_exchange, dotProduct_smul, smul_dotProduct] at h
    simpa only [smul_eq_mul] using h
  · rintro ⟨k, rfl⟩
    exact ⟨planeWave k, (exchange_planeWave S v k).2, (exchange_planeWave S v k).1⟩

/-- The exchange band is real if the interaction satisfies `v(-d) = conj v(d)`. -/
theorem exchangeBand_real (S : Finset (ZMod N)) (v : ZMod N → ℂ)
    (hv : ∀ d, v (-d) = conj (v d)) (k : ZMod N) :
    conj (exchangeBand S v k) = exchangeBand S v k := by
  have hpw : ∀ p d : ZMod N, conj (planeWave p (-d)) = planeWave p d := by
    intro p d
    rw [planeWave_eq_char, planeWave_eq_char, ← AddChar.map_neg_eq_conj]
    congr 1
    ring
  simp only [exchangeBand, map_mul, map_sum, map_div₀, map_one, map_natCast]
  congr 1
  refine Finset.sum_congr rfl fun q _ => ?_
  -- reverse the sign of the separation
  rw [← Equiv.sum_comp (Equiv.neg (ZMod N))]
  refine Finset.sum_congr rfl fun d _ => ?_
  simp only [Equiv.neg_apply, hpw, hv, Complex.conj_conj]

/-- The exchange bands of a set of occupied momenta and of its complement add up to the
on-site interaction `v(0)` at every momentum. -/
theorem exchangeBand_add_compl (S : Finset (ZMod N)) (v : ZMod N → ℂ) (k : ZMod N) :
    exchangeBand S v k + exchangeBand Sᶜ v k = v 0 := by
  have hN : (N : ℂ) ≠ 0 := Nat.cast_ne_zero.mpr (NeZero.ne N)
  -- the sum over all momenta leaves only zero separation
  have hsum : ∀ d : ZMod N, ∑ q, planeWave (q - k) d = if d = 0 then (N : ℂ) else 0 := by
    intro d
    rw [← Equiv.sum_comp (Equiv.addRight k)]
    simp only [Equiv.coe_addRight, add_sub_cancel_right, planeWave_eq_char]
    rw [AddChar.sum_mulShift d (ZMod.isPrimitive_stdAddChar N)]
    split_ifs <;> simp [ZMod.card]
  unfold exchangeBand
  rw [← mul_add, Finset.sum_add_sum_compl, Finset.sum_comm]
  simp only [← Finset.mul_sum, hsum, mul_ite, mul_zero, Finset.sum_ite_eq',
    Finset.mem_univ, if_true]
  field_simp

/-- Shifting all occupied momenta by `p` shifts the exchange band rigidly by `p`. -/
theorem exchangeBand_boost (S : Finset (ZMod N)) (v : ZMod N → ℂ) (k p : ZMod N) :
    exchangeBand (S.map (Equiv.addRight p).toEmbedding) v (k + p) = exchangeBand S v k := by
  simp [exchangeBand, Finset.sum_map, add_sub_add_right_eq_sub]

/-- For a contact interaction of strength `U` the exchange band equals `U` times the
filling `|S|/N` at every momentum. -/
theorem exchangeBand_contact (S : Finset (ZMod N)) (U : ℂ) (k : ZMod N) :
    exchangeBand S (fun d => if d = 0 then U else 0) k = U * ((S.card : ℂ) / N) := by
  have h0 : ∀ p : ZMod N, planeWave p 0 = 1 := fun p => by simp [planeWave_eq_char]
  simp only [exchangeBand, ite_mul, zero_mul, Finset.sum_ite_eq', Finset.mem_univ,
    if_true, h0, mul_one, Finset.sum_const, nsmul_eq_mul]
  ring

end

end LatticeGasExchange
```

```lean
#print axioms LatticeGasExchange.planeWave_exchange
#print axioms LatticeGasExchange.exchange_eigenvalue_iff
#print axioms LatticeGasExchange.exchangeBand_boost
#print axioms LatticeGasExchange.exchangeBand_contact
```

```
'LatticeGasExchange.planeWave_exchange' depends on axioms: [propext, Classical.choice, Quot.sound]
'LatticeGasExchange.exchange_eigenvalue_iff' depends on axioms: [propext, Classical.choice, Quot.sound]
'LatticeGasExchange.exchangeBand_boost' depends on axioms: [propext, Classical.choice, Quot.sound]
'LatticeGasExchange.exchangeBand_contact' depends on axioms: [propext, Classical.choice, Quot.sound]
```

## The ring, its waves and the exchange band in Lean

Sites, separations and momenta are all elements of `ZMod N`, the integers modulo $N$. This builds in periodic boundary conditions: $i-j$ is a separation around the ring, and $q-k$ is a momentum transfer folded back into the Brillouin zone. The instance `[NeZero N]` excludes $N=0$, for which `ZMod N` would be the infinite set of integers. In exponents the letter $i$ in front of the phase is the imaginary unit; elsewhere it labels a site.

The function `planeWave k x` is $e^{2\pi i kx/N}$, computed from the representatives of $k$ and $x$ between $0$ and $N-1$. It has modulus one at every site, so the normalised orbital is $\varphi_k(x)=e^{2\pi i kx/N}/\sqrt N$. In terms of these orbitals `densityMatrix S i j` is

$$g_{ij}=\sum_{q\in S}\varphi_q(i)\,\overline{\varphi_q(j)},$$

the one-particle density matrix of a single spin species with each momentum in $S$ filled once. The set $S$ is arbitrary. It may be empty, full, or have gaps, and nothing requires it to be a Fermi sea.

The matrix `exchange S v` is $K$, and `exchangeBand S v k` is $\varepsilon(k)$. Neither includes the minus sign of the exchange term: in a Hartree–Fock Hamiltonian the exchange operator enters as $-K$ and contributes $-\varepsilon(k)$ to the energy of the orbital of momentum $k$. Even for a repulsive interaction this contribution can have either sign. With $N=2$, $S=\{0\}$, $v(0)=0$ and $v(1)=1$, the band values are $\varepsilon(0)=\frac12$ and $\varepsilon(1)=-\frac12$.

The theorem `exchange_planeWave` has two parts: the eigenvector equation, where `*ᵥ` is the matrix acting on a column and `•` is multiplication by a number, and the statement that the wave is not the zero vector. Without the second part the equation would not establish an eigenvalue. The theorem `exchange_eigenvalue_iff` then says that a complex number $\mu$ has a nonzero eigenvector $f$ exactly when $\mu=\varepsilon(k)$ for some $k$. It identifies the set of eigenvalues and does not count multiplicities.

## Exchange in a translation-invariant gas

With $\hat v(p)=\sum_d v(d)e^{-2\pi i pd/N}$, the band reads

$$\varepsilon(k)=\frac1N\sum_{q\in S}\hat v(k-q).$$

An electron of momentum $k$ exchanges with each occupied momentum $q$, and the strength is the Fourier component of the interaction at the transfer $k-q$. With the minus sign of the exchange term, $-\varepsilon(k)$ is the lattice form of the exchange energy of an orbital in the uniform electron gas.

The function $v$ may be a full, a screened or a range-separated interaction. On this finite ring with prescribed plane-wave occupations, a hybrid scheme that mixes in a fraction of exchange, or only its short-range part, can therefore change the orbital energies, but the plane waves remain eigenvectors of its exchange term.

The model is one-dimensional and finite, and its occupations are zero or one. The theorems do not address whether $S$ is the set that minimises an energy, what the total exchange energy is, or what happens as $N$ grows.

## Substituting the separation

Apply $K$ to the wave of momentum $k$ at site $i$:

$$\sum_j K_{ij}\,e^{2\pi i kj/N}=\frac1N\sum_{q\in S}\sum_j v(i-j)\,e^{2\pi i q(i-j)/N}e^{2\pi i kj/N}.$$

For fixed $i$, the separation $d=i-j$ runs once over the ring as $j$ does. Put $j=i-d$. The two phases combine as

$$e^{2\pi i qd/N}\,e^{2\pi i k(i-d)/N}=e^{2\pi i(q-k)d/N}\,e^{2\pi i ki/N}.$$

The last factor depends on neither $d$ nor $q$ and comes out of the sums. What remains is $\varepsilon(k)$, so the result is $\varepsilon(k)\,e^{2\pi i ki/N}$. The wave equals $1$ at site $0$, so it is nonzero.

The Lean proof of `exchange_planeWave` follows these lines. The rewriting with `Equiv.subLeft i` is the substitution $j=i-d$. The statement `phase` is the identity for the exponentials, and `linear_combination` multiplies it by $v(d)/N$ to match the summands one by one.

The phase identity needs some care because `planeWave` is defined through representatives. The representative of $q-k$ can differ from the difference of the representatives by $N$, which changes the exponent by an integer multiple of $2\pi i$ and leaves the exponential alone. The lemma `planeWave_eq_char` settles this once: it identifies the wave with `ZMod.stdAddChar (k * x)`, Mathlib's standard additive character, which turns sums modulo $N$ into products. After that, `phase` reduces to the identity $qd+k(i-d)=(q-k)d+ki$, which `ring` proves.

## Why there are no other eigenvalues

For a general complex $v$ the matrix $K$ need not be Hermitian, so the argument uses left eigenvectors. Multiply $K$ from the left by the conjugate wave, and substitute $i=j+d$:

$$\sum_i e^{-2\pi i ki/N}K_{ij}=\frac1N\sum_{q\in S}\sum_d v(d)\,e^{-2\pi i k(j+d)/N}e^{2\pi i qd/N}=\varepsilon(k)\,e^{-2\pi i kj/N}.$$

This is `planeWave_exchange`, where the conjugate wave appears as `planeWave (-k)` and `Equiv.addLeft j` performs the substitution.

Now suppose $Kf=\mu f$ with $f\neq0$. Define the Fourier coefficients $\hat f(k)=\sum_j e^{-2\pi i kj/N}f(j)$. Since

$$f(j)=\frac1N\sum_k \hat f(k)\,e^{2\pi i kj/N},$$

they cannot all vanish. Choose $k$ with $\hat f(k)\ne0$ and evaluate the matrix element of $K$ between the conjugate wave and $f$ in two ways. Acting to the right gives $\mu\hat f(k)$, and acting to the left gives $\varepsilon(k)\hat f(k)$. Division by $\hat f(k)$ leaves $\mu=\varepsilon(k)$.

In `exchange_eigenvalue_iff` the nonzero coefficient is the statement `hc`, obtained by contradiction from the injectivity of `ZMod.dft`. The product `⬝ᵥ` does not conjugate its first argument, so the conjugation is carried by the sign in `planeWave (-k)`. The two evaluations come from `Matrix.dotProduct_mulVec`, and `mul_right_cancel₀` is the division. The converse direction uses the plane wave itself as the eigenvector.

## A sign that even interactions hide

It is easy to write the phase in the band as $e^{2\pi i(k-q)d/N}$ instead of $e^{2\pi i(q-k)d/N}$. For an even interaction, $v(-d)=v(d)$, the two sums agree, and tests with a Coulomb-like $v$ will not reveal the slip. For a $v$ that is not even they can differ.

Take $N=3$, $S=\{0\}$, and let $v$ be $1$ at $d=1$ and zero otherwise. This $v$ is not a physical pair interaction, since $v(-1)\neq v(1)$ and $K$ is not Hermitian; it serves only to test the formula. Then $K$ moves a function one site forward and divides it by three, so the wave of momentum $k$ has eigenvalue $\frac13e^{-2\pi i k/3}$. The wrong sign would give $\frac13e^{2\pi i k/3}$. The set of eigenvalues is the same in both cases, but momenta $1$ and $2$ have exchanged theirs, so in this example a comparison of spectra alone would miss the error too.

## Reality, holes, boosts and contact interactions

Four further theorems describe the band.

**Reality.** If $v(-d)=\overline{v(d)}$, as for any real even interaction, then `exchangeBand_real` states that $\varepsilon(k)$ equals its own conjugate. Conjugation gives

$$\overline{\varepsilon(k)}=\frac1N\sum_{q\in S}\sum_d\overline{v(d)}\,e^{-2\pi i(q-k)d/N}.$$

Replacing $d$ by $-d$ restores the phase and turns $\overline{v(-d)}$ into $v(d)$. In the proof, `Equiv.neg` makes this replacement, and `hpw` handles the conjugated phase.

**Particles and holes.** Let $S^c$ be the set of empty momenta. By `exchangeBand_add_compl`, the bands of $S$ and $S^c$ add up to $v(0)$ at every $k$. Together the two sums over $q$ cover all momenta, and

$$\sum_q e^{2\pi i(q-k)d/N}=\begin{cases}N,&d=0,\\0,&d\neq0.\end{cases}$$

Only the on-site term survives, and the factor $N$ cancels the prefactor. The orthogonality relation is `hsum`: the proof first shifts the summation variable by $k$ and then applies Mathlib's character sum. Occupying the empty momenta instead of the filled ones therefore turns the band into the constant $v(0)$ minus the original band. For a completely filled ring the band is flat at $v(0)$.

**Boosts.** If every occupied momentum is shifted by $p$, the band shifts with it: the new band at $k+p$ equals the old one at $k$. This is `exchangeBand_boost`, and it holds because only the difference $(q+p)-(k+p)=q-k$ enters. The shift is taken modulo $N$, so an occupied block that crosses the zone boundary needs no separate treatment.

**Contact interaction.** Let $v(0)=U$ and $v(d)=0$ for $d\neq0$. The sum over $d$ leaves one term with phase $1$, and the sum over $q$ counts the $|S|$ occupied momenta:

$$\varepsilon(k)=U\,\frac{|S|}{N}.$$

This is `exchangeBand_contact`. The number $U$ stands for the energy cost of two particles on the same site, and $|S|/N$ is the density per site of the spin species considered. The Hartree potential from that same species is also $U|S|/N$, so the exchange term $-K$ removes it, as it should for fermions of equal spin, which never share a site.
